# A positive scissor shift at fixed transition dipoles lowers the dilute-limit Hamaker coefficient

Before I put a computed spectrum into a Lifshitz integral, I correct its gap by a scissor shift: every transition energy goes up by $s$ and the transition dipoles stay as they are. The area under the susceptibility on the imaginary frequency axis doesn't change when I do this. The static value falls, but the high-frequency tail rises. Shouldn't the Hamaker constant of a dilute medium then stay the same too?

## The area is conserved, the area under the square is not

No, it falls. The dilute-limit coefficient depends on the square of the susceptibility, which gives more weight to the low frequencies, where the response is lost, than to the tail, where it is gained.

Take finitely many undamped transitions with energies $w_i>0$, written as angular frequencies, and strengths $p_i$ proportional to the squared transition dipoles. With $L_a(u)=a/(a^2+u^2)$, the susceptibility at imaginary frequency $u$ is
$$x(u)=\sum_i p_i\,L_{w_i+s}(u),\qquad s\ge 0.$$

Since $L_a$ is the derivative of $\arctan(u/a)$, we have $\int_0^\infty L_a\,du=\pi/2$ for every $a>0$. Summing over transitions gives
$$\int_0^\infty x\,du=\frac{\pi}{2}\sum_i p_i,$$
which does not contain $s$.

The square needs products of two responses. For $a\neq b$, partial fractions give
$$L_aL_b=\frac{b\,L_a-a\,L_b}{b^2-a^2},\qquad \int_0^\infty L_aL_b\,du=\frac{\pi}{2}\,\frac{b-a}{b^2-a^2}=\frac{\pi}{2(a+b)}.$$
For $a=b$, an antiderivative of $L_a^2$ is $\frac12\left[\frac{u}{a^2+u^2}+\frac1a\arctan\frac ua\right]$. It rises from $0$ to $\pi/(4a)$, so the same formula holds. Setting $a=w_i+s$ and $b=w_j+s$ and summing,
$$\int_0^\infty x^2\,du=\frac{\pi}{2}\sum_{i,j}\frac{p_ip_j}{w_i+w_j+2s}.$$
If all $p_i>0$, every term falls as $s$ grows.

For the Hamaker coefficient, take two like half-spaces across vacuum, with $\varepsilon=1+cx$ and density scale $c$. Their contrast is $(\varepsilon-1)/(\varepsilon+1)=cx/(cx+2)$. Its square divided by $c^2$ is $x^2/(cx+2)^2$, which tends to $x^2/4$ as $c\to0$. With the non-retarded, zero-temperature prefactor $3\hbar/(4\pi)$, the coefficient of $c^2$ is
$$\frac{3\hbar}{4\pi}\int_0^\infty\frac{x^2}{4}\,du=\frac{3\hbar}{32}\sum_{i,j}\frac{p_ip_j}{w_i+w_j+2s}.$$

In the Lean file, `lorentz a u` is $L_a(u)$, `response p w s u` is $x(u)$, and the finite type `ι` labels the transitions. The two integral formulas are `integral_response` and `integral_response_sq`. They assume positive energies and $s\ge0$, and allow strengths of any sign. The final theorem, `diluteHamaker_strictAntiOn`, says that for $\hbar>0$, at least one transition and positive strengths and energies, any two shifts $0\le s<t$ give a strictly smaller coefficient at $t$.

The coefficient `diluteHamaker` is a definition: it adopts the leading term of the Lifshitz expression. `tendsto_contrast_sq` justifies its integrand at each fixed value of $x$, while taking the limit through the frequency integral, and discarding higher powers of the contrast, belong to the definition. The model has no local-field corrections, damping or continuum of transitions, and the result says nothing about dense media.

```lean
import Mathlib

open Real Set Filter MeasureTheory Topology

namespace ScissorShiftHamaker

noncomputable section

variable {ι : Type*} [Fintype ι]

/-- Response at imaginary frequency `u` of one transition of energy `a`, for `a` and `u` not
both zero. -/
def lorentz (a u : ℝ) : ℝ := a / (a ^ 2 + u ^ 2)

/-- Susceptibility at imaginary frequency `u` with strengths `p`, transition energies `w` and
scissor shift `s`, for positive shifted energies `w i + s`. -/
def response (p w : ι → ℝ) (s u : ℝ) : ℝ := ∑ i, p i * lorentz (w i + s) u

/-- The contrast `(ε - 1) / (ε + 1)` of a medium with `ε = 1 + x` against vacuum, for `x ≠ -2`. -/
def contrast (x : ℝ) : ℝ := x / (x + 2)

/-- Dilute-limit Hamaker coefficient of two like half-spaces across vacuum (non-retarded, zero
temperature): `3ħ / (4π)` times the frequency integral of a quarter of the squared susceptibility. -/
def diluteHamaker (ħ : ℝ) (p w : ι → ℝ) (s : ℝ) : ℝ :=
  3 * ħ / (4 * π) * ∫ u in Ioi (0 : ℝ), response p w s u ^ 2 / 4

/-- At density scale `c`, the squared contrast divided by `c²` tends to a quarter of the squared
susceptibility as `c → 0`. -/
theorem tendsto_contrast_sq (x : ℝ) :
    Tendsto (fun c => contrast (c * x) ^ 2 / c ^ 2) (𝓝[≠] 0) (𝓝 (x ^ 2 / 4)) := by
  have hcont : ContinuousAt (fun c : ℝ => x ^ 2 / (c * x + 2) ^ 2) 0 :=
    ContinuousAt.div (by fun_prop) (by fun_prop) (by norm_num)
  have h0 : Tendsto (fun c : ℝ => x ^ 2 / (c * x + 2) ^ 2) (𝓝[≠] 0)
      (𝓝 (x ^ 2 / (0 * x + 2) ^ 2)) := hcont.tendsto.mono_left nhdsWithin_le_nhds
  rw [show x ^ 2 / 4 = x ^ 2 / (0 * x + 2) ^ 2 by norm_num]
  refine h0.congr' ?_
  filter_upwards [self_mem_nhdsWithin] with c hc
  have hc : c ≠ 0 := hc
  rw [contrast, div_pow, eq_div_iff (pow_ne_zero 2 hc)]
  ring

/-- For `a > 0` the response of one transition is the derivative of `arctan (u / a)`. -/
theorem hasDerivAt_arctan_div {a : ℝ} (ha : 0 < a) (u : ℝ) :
    HasDerivAt (fun u => arctan (u / a)) (lorentz a u) u := by
  have h1 : HasDerivAt (fun u : ℝ => u / a) (1 / a) u := (hasDerivAt_id' u).div_const a
  refine h1.arctan.congr_deriv ?_
  have e : u / a * a = u := div_mul_cancel₀ u ha.ne'
  unfold lorentz
  rw [div_mul_div_comm, div_eq_div_iff (by positivity) (by positivity)]
  linear_combination (-(u / a * a + u)) * e

/-- The response of a transition of energy `a > 0` is integrable over `u > 0`, with integral
`π / 2`. -/
theorem integral_lorentz {a : ℝ} (ha : 0 < a) :
    IntegrableOn (fun u => lorentz a u) (Ioi 0) ∧ ∫ u in Ioi (0 : ℝ), lorentz a u = π / 2 := by
  have hd : ∀ u ∈ Ici (0 : ℝ), HasDerivAt (fun u => arctan (u / a)) (lorentz a u) u :=
    fun u _ => hasDerivAt_arctan_div ha u
  have hn : ∀ u ∈ Ioi (0 : ℝ), 0 ≤ lorentz a u := fun u _ => by unfold lorentz; positivity
  have ht : Tendsto (fun u => arctan (u / a)) atTop (𝓝 (π / 2)) :=
    (tendsto_arctan_atTop.mono_right nhdsWithin_le_nhds).comp (tendsto_id.atTop_div_const ha)
  refine ⟨integrableOn_Ioi_deriv_of_nonneg' hd hn ht, ?_⟩
  rw [integral_Ioi_of_hasDerivAt_of_nonneg' hd hn ht]
  simp

/-- The product of the responses of two transitions of energies `a, b > 0` is integrable over
`u > 0`, with integral `(π / 2) / (a + b)`. -/
theorem integral_lorentz_mul {a b : ℝ} (ha : 0 < a) (hb : 0 < b) :
    IntegrableOn (fun u => lorentz a u * lorentz b u) (Ioi 0) ∧
      ∫ u in Ioi (0 : ℝ), lorentz a u * lorentz b u = π / 2 / (a + b) := by
  rcases eq_or_ne a b with rfl | hab
  · -- equal energies: an explicit antiderivative
    have hd : ∀ u ∈ Ici (0 : ℝ), HasDerivAt
        (fun u => (u / (a ^ 2 + u ^ 2) + arctan (u / a) / a) / 2)
        (lorentz a u * lorentz a u) u := by
      intro u _
      have hne : a ^ 2 + u ^ 2 ≠ 0 := by positivity
      have hD : HasDerivAt (fun u : ℝ => a ^ 2 + u ^ 2) (2 * u) u := by
        simpa using (hasDerivAt_pow 2 u).const_add (a ^ 2)
      refine ((((hasDerivAt_id' u).fun_div hD hne).fun_add
        ((hasDerivAt_arctan_div ha u).div_const a)).div_const 2).congr_deriv ?_
      unfold lorentz
      field_simp
      ring
    have hn : ∀ u ∈ Ioi (0 : ℝ), 0 ≤ lorentz a u * lorentz a u := fun u _ => mul_self_nonneg _
    have h0 : Tendsto (fun u : ℝ => u / (a ^ 2 + u ^ 2)) atTop (𝓝 0) := by
      refine squeeze_zero' ?_ ?_ tendsto_inv_atTop_zero <;>
        filter_upwards [eventually_gt_atTop 0] with u hu
      · positivity
      · rw [inv_eq_one_div, div_le_div_iff₀ (by positivity) hu]
        nlinarith [sq_nonneg a]
    have ht := (h0.add (((tendsto_arctan_atTop.mono_right nhdsWithin_le_nhds).comp
      (tendsto_id.atTop_div_const ha)).div_const a)).div_const 2
    refine ⟨integrableOn_Ioi_deriv_of_nonneg' hd hn ht, ?_⟩
    rw [integral_Ioi_of_hasDerivAt_of_nonneg' hd hn ht]
    simp only [zero_div, arctan_zero, add_zero, sub_zero, zero_add]
    ring
  · -- different energies: partial fractions
    have hne : b ^ 2 - a ^ 2 ≠ 0 := by
      rw [show b ^ 2 - a ^ 2 = (b - a) * (b + a) by ring]
      exact mul_ne_zero (sub_ne_zero.mpr hab.symm) (by positivity)
    have hf : (fun u => lorentz a u * lorentz b u) =
        fun u => (b * lorentz a u - a * lorentz b u) / (b ^ 2 - a ^ 2) := by
      funext u
      have h1 : a ^ 2 + u ^ 2 ≠ 0 := by positivity
      have h2 : b ^ 2 + u ^ 2 ≠ 0 := by positivity
      rw [eq_div_iff hne]
      unfold lorentz
      field_simp
      ring
    have ia := Integrable.const_mul (integral_lorentz ha).1 b
    have ib := Integrable.const_mul (integral_lorentz hb).1 a
    rw [hf]
    refine ⟨Integrable.div_const (ia.sub ib) _, ?_⟩
    rw [integral_div, integral_sub ia ib, integral_const_mul, integral_const_mul,
      (integral_lorentz ha).2, (integral_lorentz hb).2, div_eq_div_iff hne (by positivity)]
    ring

/-- Sum rule: for positive energies and a shift `s ≥ 0` the susceptibility integrates over
`u > 0` to `π / 2` times the total strength. -/
theorem integral_response (p : ι → ℝ) {w : ι → ℝ} {s : ℝ} (hw : ∀ i, 0 < w i) (hs : 0 ≤ s) :
    ∫ u in Ioi (0 : ℝ), response p w s u = π / 2 * ∑ i, p i := by
  have h := fun i => integral_lorentz (add_pos_of_pos_of_nonneg (hw i) hs)
  simp only [response]
  rw [integral_finsetSum _ fun i _ => Integrable.const_mul (h i).1 (p i), Finset.mul_sum]
  exact Finset.sum_congr rfl fun i _ => by rw [integral_const_mul, (h i).2, mul_comm]

/-- For positive energies and a shift `s ≥ 0`, the squared susceptibility integrates over `u > 0`
to a double sum over transitions that contains the shift. -/
theorem integral_response_sq (p : ι → ℝ) {w : ι → ℝ} {s : ℝ} (hw : ∀ i, 0 < w i) (hs : 0 ≤ s) :
    ∫ u in Ioi (0 : ℝ), response p w s u ^ 2 =
      π / 2 * ∑ i, ∑ j, p i * p j / (w i + w j + 2 * s) := by
  have ha := fun i => add_pos_of_pos_of_nonneg (hw i) hs
  have hi := fun i j => Integrable.const_mul (integral_lorentz_mul (ha i) (ha j)).1 (p i * p j)
  have hf : (fun u => response p w s u ^ 2) = fun u =>
      ∑ i, ∑ j, p i * p j * (lorentz (w i + s) u * lorentz (w j + s) u) := by
    funext u
    simp only [response, sq, Finset.sum_mul_sum]
    exact Finset.sum_congr rfl fun i _ => Finset.sum_congr rfl fun j _ => by ring
  rw [hf, integral_finsetSum _ fun i _ => integrable_finsetSum _ fun j _ => hi i j,
    Finset.mul_sum]
  refine Finset.sum_congr rfl fun i _ => ?_
  rw [integral_finsetSum _ fun j _ => hi i j, Finset.mul_sum]
  refine Finset.sum_congr rfl fun j _ => ?_
  rw [integral_const_mul, (integral_lorentz_mul (ha i) (ha j)).2]
  ring

/-- For `ħ > 0` and at least one transition, with positive strengths and energies, the
dilute-limit Hamaker coefficient falls strictly as the scissor shift grows from zero. -/
theorem diluteHamaker_strictAntiOn [Nonempty ι] {ħ : ℝ} {p w : ι → ℝ} (hħ : 0 < ħ)
    (hp : ∀ i, 0 < p i) (hw : ∀ i, 0 < w i) : StrictAntiOn (diluteHamaker ħ p w) (Ici 0) := by
  intro s hs t ht hst
  have hs : 0 ≤ s := hs
  have ht : 0 ≤ t := ht
  unfold diluteHamaker
  rw [integral_div, integral_div, integral_response_sq p hw hs, integral_response_sq p hw ht]
  -- every pair of transitions contributes less at the larger shift
  have h : ∑ i, ∑ j, p i * p j / (w i + w j + 2 * t) <
      ∑ i, ∑ j, p i * p j / (w i + w j + 2 * s) :=
    Finset.sum_lt_sum_of_nonempty Finset.univ_nonempty fun i _ =>
      Finset.sum_lt_sum_of_nonempty Finset.univ_nonempty fun j _ =>
        div_lt_div_of_pos_left (mul_pos (hp i) (hp j)) (by linarith [hw i, hw j]) (by linarith)
  gcongr

end

end ScissorShiftHamaker
```

```lean
#print axioms ScissorShiftHamaker.tendsto_contrast_sq
#print axioms ScissorShiftHamaker.integral_response
#print axioms ScissorShiftHamaker.diluteHamaker_strictAntiOn
```

```
'ScissorShiftHamaker.tendsto_contrast_sq' depends on axioms: [propext, Classical.choice, Quot.sound]
'ScissorShiftHamaker.integral_response' depends on axioms: [propext, Classical.choice, Quot.sound]
'ScissorShiftHamaker.diluteHamaker_strictAntiOn' depends on axioms: [propext, Classical.choice, Quot.sound]
```

`hasDerivAt_arctan_div` supplies the arctangent derivative. `integral_lorentz` combines it with the limit $\pi/2$ at infinity; because the integrand is nonnegative, this gives integrability as well as the value. `integral_lorentz_mul` splits into the two cases above. For equal energies, `h0` shows that the rational part of the antiderivative vanishes at infinity, by squeezing it below $1/u$. For different energies, `hf` is the partial-fraction identity.

The two `response` theorems exchange the finite sums with the integral, the second after `Finset.sum_mul_sum` has expanded the square. In the last proof, `Finset.sum_lt_sum_of_nonempty` is applied once for each index and reduces the claim to a comparison of single terms, where the larger denominator gives the smaller fraction. `gcongr` then carries the inequality through the positive prefactors.

So for a dilute medium described by such a finite set of transitions, a scissor correction at fixed dipoles changes the Hamaker coefficient even though the integrated susceptibility is the same before and after.
